# Transmission of a lattice wave past one mass defect in a harmonic chain

A lattice wave travels along a chain of equal atoms and meets one atom of a different mass, such as an isotope. How much of its energy gets past? For an infinite harmonic chain with nearest-neighbour springs and a wave inside the band, the equation of motion fixes the answer, provided that no wave arrives from the far side.

In Lean 4 with Mathlib:

```lean
import Mathlib

open Complex (I)
open ComplexConjugate

namespace MassDefectScattering

noncomputable section
```

## The chain, the wave and the energy flux

Sites are integers n, and q is the phase advance per site. The plane wave is exp(iqn).

```lean
/-- The plane wave `exp(i q n)` on the sites of the chain. -/
def wave (q : ℝ) (n : ℤ) : ℂ := Complex.exp (((q * n : ℝ) : ℂ) * I)
```

Every atom has mass m except the one at site 0, which has mass m'. The theorems allow any real m'; a physical defect has m' > 0.

```lean
/-- Masses of the chain: `m'` at site 0 and `m` at every other site. -/
def defectMasses (m m' : ℝ) (n : ℤ) : ℝ := if n = 0 then m' else m
```

Physical displacements are Re(u(n) exp(−iwt)), with w the angular frequency and K the spring constant. For masses M(n), Newton's equation becomes

M(n) w² u(n) = K[(u(n) − u(n+1)) + (u(n) − u(n−1))].

`IsMode` requires this at every integer site.

```lean
/-- The complex displacements `u` obey Newton's equation at frequency `w` in a chain with
spring constant `K` and masses `M`. -/
def IsMode (K w : ℝ) (M : ℤ → ℝ) (u : ℤ → ℂ) : Prop :=
  ∀ n, ((M n * w ^ 2 : ℝ) : ℂ) * u n = (K : ℂ) * ((u n - u (n + 1)) + (u n - u (n - 1)))
```

For w > 0 and 0 < q < π, the wave exp(iqn) travels to the right, so a wave of unit amplitude arrives from the left. The complex numbers r and t are the reflected and transmitted amplitudes:

u(n) = exp(iqn) + r exp(−iqn) for n < 0,
u(n) = t exp(iqn) for n ≥ 0.

This form is postulated: it selects steady states with nothing arriving from the right.

```lean
/-- Incident plus reflected wave to the left of site 0, transmitted wave from site 0 on. -/
def scatter (q : ℝ) (r t : ℂ) (n : ℤ) : ℂ :=
  if n < 0 then wave q n + r * wave (-q) n else t * wave q n
```

The defect enters through its relative mass change d = (m' − m)/m.

```lean
/-- The relative mass change `(m' - m)/m` of the defect, for `m ≠ 0`. -/
def massContrast (m m' : ℝ) : ℝ := (m' - m) / m
```

The candidate for the transmitted amplitude is 1/(1 − i d tan(q/2)).

```lean
/-- The amplitude `1/(1 - i d tan(q/2))`, for `cos(q/2) ≠ 0`. -/
def transAmp (d q : ℝ) : ℂ := 1 / (1 - I * (d : ℂ) * ((Real.tan (q / 2) : ℝ) : ℂ))
```

The power passed from site n to site n+1 is the spring force on atom n+1 times its velocity. Its average over a period is

½ Re[K(u(n) − u(n+1)) conj(−iw u(n+1))] = (Kw/2) Im(conj(u(n)) u(n+1)),

because the term in |u(n+1)|² is purely imaginary. The code takes the right-hand side as its definition of the flux.

```lean
/-- Period-averaged energy flux from site `n` to site `n + 1` for displacements
`Re (u n exp(-i w t))`. -/
def bondFlux (K w : ℝ) (u : ℤ → ℂ) (n : ℤ) : ℝ := K * w / 2 * (conj (u n) * u (n + 1)).im
```

## Matching at the defect

Since exp(iq) + exp(−iq) = 2 cos q, a plane wave satisfies

exp(iq(n+1)) + exp(iq(n−1)) = 2 cos q exp(iqn).

```lean
/-- The two neighbours of a site in a plane wave add up to `2 cos q` times its amplitude. -/
theorem wave_sum (q : ℝ) (n : ℤ) :
    wave q (n + 1) + wave q (n - 1) = 2 * ((Real.cos q : ℝ) : ℂ) * wave q n := by
  have h1 : wave q (n + 1) = wave q n * Complex.exp ((q : ℂ) * I) := by
    unfold wave
    rw [← Complex.exp_add]
    congr 1
    push_cast
    ring
  have h2 : wave q (n - 1) = wave q n * Complex.exp (-(q : ℂ) * I) := by
    unfold wave
    rw [← Complex.exp_add]
    congr 1
    push_cast
    ring
  rw [h1, h2, Complex.ofReal_cos, Complex.cos]
  ring
```

The sites next to the defect need the wave in real and imaginary parts, exp(iqn) = cos(qn) + i sin(qn),

```lean
private lemma wave_eq (q : ℝ) (n : ℤ) :
    wave q n = ((Real.cos (q * n) : ℝ) : ℂ) + ((Real.sin (q * n) : ℝ) : ℂ) * I := by
  rw [wave, Complex.exp_mul_I, Complex.ofReal_cos, Complex.ofReal_sin]
```

evaluated at n = ±1.

```lean
private lemma wave_near (q : ℝ) :
    wave q 1 = ((Real.cos q : ℝ) : ℂ) + ((Real.sin q : ℝ) : ℂ) * I ∧
    wave q (-1) = ((Real.cos q : ℝ) : ℂ) - ((Real.sin q : ℝ) : ℂ) * I ∧
    wave (-q) (-1) = ((Real.cos q : ℝ) : ℂ) + ((Real.sin q : ℝ) : ℂ) * I := by
  refine ⟨?_, ?_, ?_⟩ <;> rw [wave_eq] <;> simp [sub_eq_add_neg]
```

The half-angle formulas are cos q = 1 − 2 sin²(q/2)

```lean
private lemma cos_half (q : ℝ) : Real.cos q = 1 - 2 * Real.sin (q / 2) ^ 2 := by
  have h := Real.cos_two_mul (q / 2)
  rw [show 2 * (q / 2) = q by ring] at h
  linarith [Real.sin_sq_add_cos_sq (q / 2)]
```

and sin q = 2 sin(q/2) cos(q/2).

```lean
private lemma sin_half (q : ℝ) : Real.sin q = 2 * Real.sin (q / 2) * Real.cos (q / 2) := by
  rw [← Real.sin_two_mul, show 2 * (q / 2) = q by ring]
```

The hypothesis `hw` reads m w² = 4K sin²(q/2) = 2K(1 − cos q). It says that w is the frequency of a wave with wavenumber q in the perfect chain, so both plane waves obey the equation of motion wherever the mass is m.

At site −1 the true right-hand neighbour is t, whereas the left-hand formula continued to site 0 gives 1 + r. Subtracting the two equations leaves K(1 + r − t) = 0, hence 1 + r = t. Both formulas then agree at site 0, and every site except 0 is satisfied. What remains is

m' w² t = K[(t − t exp(iq)) + (t − exp(−iq) − r exp(iq))].

`matching` proves this equivalence. Its forward half uses sites 0 and −1; its reverse half treats n < 0, n = 0 and n > 0 separately, with `L` and `R` recording that both formulas extend to site 0.

```lean
/-- The scattering wave is a mode exactly when it is continuous at the defect, `1 + r = t`,
and obeys Newton's equation for the defect mass. -/
theorem matching {K m m' w q : ℝ} {r t : ℂ} (hK : 0 < K)
    (hw : m * w ^ 2 = 4 * K * Real.sin (q / 2) ^ 2) :
    IsMode K w (defectMasses m m') (scatter q r t) ↔
      1 + r = t ∧ ((m' * w ^ 2 : ℝ) : ℂ) * t =
        (K : ℂ) * ((t - t * wave q 1) + (t - (wave q (-1) + r * wave (-q) (-1)))) := by
  have hd : ((m * w ^ 2 : ℝ) : ℂ) = 2 * (K : ℂ) * (1 - ((Real.cos q : ℝ) : ℂ)) := by
    have h : m * w ^ 2 = 2 * K * (1 - Real.cos q) := by rw [hw, cos_half q]; ring
    rw [h]
    simp
  have hKc : (K : ℂ) ≠ 0 := by exact_mod_cast hK.ne'
  have e0 : scatter q r t 0 = t := by simp [scatter, wave]
  have e1 : scatter q r t (0 + 1) = t * wave q 1 := by simp [scatter]
  have em : scatter q r t (0 - 1) = wave q (-1) + r * wave (-q) (-1) := by simp [scatter]
  have M0 : defectMasses m m' 0 = m' := by simp [defectMasses]
  constructor
  · intro h
    have h0 := h 0
    rw [M0, e0, e1, em] at h0
    refine ⟨?_, h0⟩
    -- site -1 compares the left wave, continued to site 0, with t
    have h1 := h (-1)
    have a := wave_sum q (-1)
    have b := wave_sum (-q) (-1)
    have M1 : defectMasses m m' (-1) = m := by simp [defectMasses]
    have u1 : scatter q r t (-1 + 1) = t := by simp [scatter, wave]
    have u2 : scatter q r t (-1 - 1) = wave q (-1 - 1) + r * wave (-q) (-1 - 1) := by
      simp [scatter]
    have u3 : scatter q r t (-1) = wave q (-1) + r * wave (-q) (-1) := by simp [scatter]
    have w0 (p : ℝ) : wave p (-1 + 1) = 1 := by simp [wave]
    rw [M1, u1, u2, u3] at h1
    rw [w0] at a b
    rw [Real.cos_neg] at b
    apply mul_left_cancel₀ hKc
    linear_combination (K : ℂ) * a + (K : ℂ) * r * b
      + (wave q (-1) + r * wave (-q) (-1)) * hd - h1
  · rintro ⟨hrt, h0⟩ n
    have L : ∀ k : ℤ, k ≤ 0 → scatter q r t k = wave q k + r * wave (-q) k := by
      intro k hk
      rcases hk.lt_or_eq with h | rfl
      · exact if_pos h
      · simp [scatter, wave, ← hrt]
    have R : ∀ k : ℤ, 0 ≤ k → scatter q r t k = t * wave q k :=
      fun k hk => if_neg (not_lt.2 hk)
    have a := wave_sum q n
    have b := wave_sum (-q) n
    rw [Real.cos_neg] at b
    rcases lt_trichotomy n 0 with hn | hn | hn
    · have M1 : defectMasses m m' n = m := if_neg hn.ne
      rw [M1, L n hn.le, L (n + 1) (by omega), L (n - 1) (by omega)]
      linear_combination (wave q n + r * wave (-q) n) * hd + (K : ℂ) * a + (K : ℂ) * r * b
    · subst hn
      rw [M0, e0, e1, em]
      exact h0
    · have M1 : defectMasses m m' n = m := if_neg hn.ne'
      rw [M1, R n hn.le, R (n + 1) (by omega), R (n - 1) (by omega)]
      linear_combination t * wave q n * hd + (K : ℂ) * t * a
```

## Solving for the amplitudes

Write S = sin(q/2), C = cos(q/2) and T = tan(q/2), so that TC = S. By the definition of d, m' w² = (1 + d) 4KS². With r = t − 1, the right-hand side of the remaining condition is

K[2t(1 − exp(iq)) + 2i sin q] = K[4S²t − 4iSCt + 4iSC].

Left side minus right side is therefore

4KdS²t + 4iKSC(t − 1) = 4iKSC[t(1 − i d T) − 1].

```lean
private lemma site_identity {K d S C T t : ℂ} (h : T * C = S) :
    (1 + d) * (4 * K * S ^ 2) * t - K * ((t - t * (1 - 2 * S ^ 2 + 2 * S * C * I)) +
      (t - ((1 - 2 * S ^ 2 - 2 * S * C * I) + (t - 1) * (1 - 2 * S ^ 2 + 2 * S * C * I))))
      = 4 * I * K * S * C * (t * (1 - I * d * T) - 1) := by
  linear_combination 4 * K * S * d * t * C * T * Complex.I_sq - 4 * K * S * d * t * h
```

The factor multiplying t inside the bracket is never zero, because |1 − i d T|² = 1 + d²T².

```lean
private lemma den_normSq (x y : ℝ) :
    Complex.normSq (1 - I * (x : ℂ) * (y : ℂ)) = 1 + (x * y) ^ 2 := by
  simp [Complex.normSq_apply]
  ring
```

For 0 < q < π both S and C are positive, so the prefactor 4iKSC can be cancelled, leaving

t = 1/(1 − i d tan(q/2)), r = t − 1.

`scattering_iff` states that, for K > 0, m > 0 and such q, the scattering wave is a mode exactly when these two equations hold. The proof rewrites `matching` in half angles and reads `site_identity` in both directions.

```lean
/-- The scattering wave solves the equation of motion at every site if and only if
`t = 1/(1 - i d tan(q/2))` and `r = t - 1`, with `d = (m' - m)/m`. -/
theorem scattering_iff {K m m' w q : ℝ} {r t : ℂ} (hK : 0 < K) (hm : 0 < m)
    (hq : 0 < q) (hq' : q < Real.pi) (hw : m * w ^ 2 = 4 * K * Real.sin (q / 2) ^ 2) :
    IsMode K w (defectMasses m m') (scatter q r t) ↔
      t = transAmp (massContrast m m') q ∧ r = t - 1 := by
  have hS : 0 < Real.sin (q / 2) := Real.sin_pos_of_pos_of_lt_pi (by linarith) (by linarith)
  have hC : 0 < Real.cos (q / 2) := Real.cos_pos_of_mem_Ioo ⟨by linarith, by linarith⟩
  have hdm : massContrast m m' * m = m' - m := div_mul_cancel₀ _ hm.ne'
  have hmR : m' * w ^ 2 = (1 + massContrast m m') * (4 * K * Real.sin (q / 2) ^ 2) := by
    linear_combination (-w ^ 2) * hdm + (1 + massContrast m m') * hw
  have hT : ((Real.tan (q / 2) : ℝ) : ℂ) * ((Real.cos (q / 2) : ℝ) : ℂ)
      = ((Real.sin (q / 2) : ℝ) : ℂ) := by
    rw [← Complex.ofReal_mul, Real.tan_mul_cos hC.ne']
  have hD : 1 - I * (massContrast m m' : ℂ) * ((Real.tan (q / 2) : ℝ) : ℂ) ≠ 0 := by
    rw [← Complex.normSq_pos, den_normSq]
    positivity
  have hpre : 4 * I * (K : ℂ) * ((Real.sin (q / 2) : ℝ) : ℂ) * ((Real.cos (q / 2) : ℝ) : ℂ)
      ≠ 0 :=
    mul_ne_zero (mul_ne_zero (mul_ne_zero (mul_ne_zero (by norm_num) Complex.I_ne_zero)
      (Complex.ofReal_ne_zero.2 hK.ne')) (Complex.ofReal_ne_zero.2 hS.ne'))
      (Complex.ofReal_ne_zero.2 hC.ne')
  obtain ⟨w1, w2, w3⟩ := wave_near q
  -- write the condition at the defect in terms of the half angle
  rw [matching hK hw, w1, w2, w3, hmR, cos_half q, sin_half q, transAmp, eq_div_iff hD]
  simp only [Complex.ofReal_mul, Complex.ofReal_add, Complex.ofReal_sub, Complex.ofReal_pow,
    Complex.ofReal_one, Complex.ofReal_ofNat]
  have key := site_identity (K := (K : ℂ)) (d := (massContrast m m' : ℂ)) (t := t) hT
  constructor
  · rintro ⟨h1, h2⟩
    have hr : r = t - 1 := by linear_combination h1
    rw [hr] at h2
    rw [sub_eq_zero.2 h2] at key
    exact ⟨sub_eq_zero.1 ((mul_eq_zero.1 key.symm).resolve_left hpre), hr⟩
  · rintro ⟨ht, hr⟩
    rw [ht, sub_self, mul_zero] at key
    rw [hr]
    exact ⟨by ring, sub_eq_zero.1 key⟩
```

As an example, take m' = 2m and q = π/2. Then d = 1 and tan(q/2) = 1, so t = 1/(1 − i) = (1 + i)/2 and r = (−1 + i)/2. Half the energy is transmitted and half reflected.

The model could also give site 0 its own unknown amplitude a. The equations at sites 1 and −1 would then require a = t and a = 1 + r, which adds one unknown and one condition but leads to the same r and t.

## Energy balance

Multiply Newton's equation at site k+1 by conj(u(k+1)) and take imaginary parts. The terms in |u(k+1)|² are real and drop out, leaving

Im(conj(u(k+1)) u(k+2)) = Im(conj(u(k)) u(k+1)).

The flux is thus equal on neighbouring bonds, and induction in both directions extends this to the whole chain, for arbitrary real masses.

```lean
/-- In a mode of a chain with arbitrary real masses the averaged energy flux is the same
through every bond. -/
theorem bondFlux_const {K w : ℝ} {M : ℤ → ℝ} {u : ℤ → ℂ} (h : IsMode K w M u) (n : ℤ) :
    bondFlux K w u n = bondFlux K w u 0 := by
  have step : ∀ k : ℤ, bondFlux K w u (k + 1) = bondFlux K w u k := by
    intro k
    have hk := h (k + 1)
    rw [add_sub_cancel_right] at hk
    have hre := congrArg Complex.re hk
    have him := congrArg Complex.im hk
    simp only [Complex.re_ofReal_mul, Complex.im_ofReal_mul, Complex.add_re, Complex.add_im,
      Complex.sub_re, Complex.sub_im] at hre him
    simp only [bondFlux, Complex.mul_im, Complex.conj_re, Complex.conj_im]
    linear_combination w / 2 * ((u (k + 1)).re * him - (u (k + 1)).im * hre)
  induction n using Int.induction_on with
  | zero => rfl
  | succ i ih => rw [step, ih]
  | pred i ih =>
    have hs := step (-(i : ℤ) - 1)
    rw [sub_add_cancel] at hs
    rw [← hs, ih]
```

On the bond from 0 to 1, Im(conj(t) t exp(iq)) = |t|² sin q.

```lean
private lemma flux_right (t : ℂ) (c s : ℝ) :
    (conj t * (t * ((c : ℂ) + (s : ℂ) * I))).im = s * ‖t‖ ^ 2 := by
  rw [Complex.sq_norm, Complex.normSq_apply]
  simp
  ring
```

On the bond from −1 to 0, the product is

(exp(iq) + conj(r) exp(−iq))(1 + r).

Its two terms linear in r and conj(r) are complex conjugates and add to a real number, so the imaginary part is (1 − |r|²) sin q.

```lean
private lemma flux_left (r : ℂ) (c s : ℝ) :
    (conj (((c : ℂ) - (s : ℂ) * I) + r * ((c : ℂ) + (s : ℂ) * I)) * (1 + r)).im
      = s * (1 - ‖r‖ ^ 2) := by
  rw [Complex.sq_norm, Complex.normSq_apply]
  simp
  ring
```

The first result, put into the flux definition, gives

```lean
private lemma flux_zero (K w q : ℝ) (r t : ℂ) :
    bondFlux K w (scatter q r t) 0 = K * w / 2 * (Real.sin q * ‖t‖ ^ 2) := by
  have e0 : scatter q r t 0 = t := by simp [scatter, wave]
  have e1 : scatter q r t (0 + 1) = t * wave q 1 := by simp [scatter]
  rw [bondFlux, e0, e1, (wave_near q).1, flux_right]
```

Equating the two fluxes and cancelling (Kw/2) sin q gives |r|² + |t|² = 1. The cancellation is allowed because sin q > 0 and `hw` excludes w = 0.

```lean
/-- The reflected and transmitted fractions of a scattering mode add up to one. -/
theorem reflection_add_transmission {K m m' w q : ℝ} {r t : ℂ} (hK : 0 < K) (hm : 0 < m)
    (hq : 0 < q) (hq' : q < Real.pi) (hw : m * w ^ 2 = 4 * K * Real.sin (q / 2) ^ 2)
    (h : IsMode K w (defectMasses m m') (scatter q r t)) : ‖r‖ ^ 2 + ‖t‖ ^ 2 = 1 := by
  have hS : 0 < Real.sin (q / 2) := Real.sin_pos_of_pos_of_lt_pi (by linarith) (by linarith)
  have hs : 0 < Real.sin q := Real.sin_pos_of_pos_of_lt_pi hq hq'
  have hw0 : w ≠ 0 := by
    intro h0
    have hp : 0 < m * w ^ 2 := by rw [hw]; positivity
    simp [h0] at hp
  have hrt := ((scattering_iff hK hm hq hq' hw).1 h).2
  -- compare the energy flux on the two bonds that meet at the defect
  have hf := bondFlux_const h (-1)
  have u1 : scatter q r t (-1 + 1) = 1 + r := by simp [scatter, wave, hrt]
  have u3 : scatter q r t (-1) = wave q (-1) + r * wave (-q) (-1) := by simp [scatter]
  rw [flux_zero, bondFlux, u1, u3, (wave_near q).2.1, (wave_near q).2.2, flux_left] at hf
  have hc : K * w / 2 ≠ 0 := div_ne_zero (mul_ne_zero hK.ne' hw0) two_ne_zero
  have h2 := mul_left_cancel₀ hs.ne' (mul_left_cancel₀ hc hf)
  linarith
```

## The transmitted fraction

The modulus of the denominator gives |t|² = 1/(1 + d² tan²(q/2)).

```lean
/-- The squared modulus of the amplitude is `1/(1 + d² tan²(q/2))`. -/
theorem transAmp_sq (d q : ℝ) :
    ‖transAmp d q‖ ^ 2 = 1 / (1 + (d * Real.tan (q / 2)) ^ 2) := by
  rw [Complex.sq_norm, transAmp, map_div₀, map_one, den_normSq]
```

Every bond, including those to the left of the defect, carries the incident flux (Kw/2) sin q times this fraction.

```lean
/-- Every bond of a scattering mode carries the flux `(K w/2) sin q` of the incident wave
times `1/(1 + d² tan²(q/2))`. -/
theorem scattering_flux {K m m' w q : ℝ} {r t : ℂ} (hK : 0 < K) (hm : 0 < m)
    (hq : 0 < q) (hq' : q < Real.pi) (hw : m * w ^ 2 = 4 * K * Real.sin (q / 2) ^ 2)
    (h : IsMode K w (defectMasses m m') (scatter q r t)) (n : ℤ) :
    bondFlux K w (scatter q r t) n = K * w / 2 * Real.sin q *
      (1 / (1 + (massContrast m m' * Real.tan (q / 2)) ^ 2)) := by
  rw [bondFlux_const h n, flux_zero, ((scattering_iff hK hm hq hq' hw).1 h).1, transAmp_sq]
  ring
```

Since tan(q/2) is positive and strictly increasing on 0 < q < π, the fraction falls strictly with q whenever d ≠ 0: short waves are reflected more strongly, whether the defect is heavy or light.

```lean
/-- For a defect mass different from `m`, the transmitted fraction decreases strictly with
the wavenumber on `0 < q < π`. -/
theorem transmission_strictAnti {d : ℝ} (hd : d ≠ 0) :
    StrictAntiOn (fun q => ‖transAmp d q‖ ^ 2) (Set.Ioo 0 Real.pi) := by
  intro a ha b hb hab
  obtain ⟨ha0, ha1⟩ := ha
  obtain ⟨hb0, hb1⟩ := hb
  have h0 : 0 < Real.tan (a / 2) :=
    Real.tan_pos_of_pos_of_lt_pi_div_two (by linarith) (by linarith)
  have h1 : Real.tan (a / 2) < Real.tan (b / 2) :=
    Real.tan_lt_tan_of_nonneg_of_lt_pi_div_two (by linarith) (by linarith) (by linarith)
  have h2 : Real.tan (a / 2) ^ 2 < Real.tan (b / 2) ^ 2 := by nlinarith
  have hd2 : 0 < d ^ 2 := by positivity
  have h3 := mul_lt_mul_of_pos_left h2 hd2
  change ‖transAmp d b‖ ^ 2 < ‖transAmp d a‖ ^ 2
  rw [transAmp_sq, transAmp_sq]
  apply one_div_lt_one_div_of_lt (by positivity)
  rw [mul_pow, mul_pow]
  linarith

end

end MassDefectScattering
```

The formula can serve as a reference value for a phonon-transmission code, within its setting of a one-dimensional harmonic chain with a single mass defect. Anharmonic forces, altered springs and several defects lie beyond this model.

```lean
#print axioms MassDefectScattering.reflection_add_transmission
#print axioms MassDefectScattering.scattering_flux
#print axioms MassDefectScattering.transmission_strictAnti
```

```
'MassDefectScattering.reflection_add_transmission' depends on axioms: [propext, Classical.choice, Quot.sound]
'MassDefectScattering.scattering_flux' depends on axioms: [propext, Classical.choice, Quot.sound]
'MassDefectScattering.transmission_strictAnti' depends on axioms: [propext, Classical.choice, Quot.sound]
```
